# Electron–hole drag in a two-fluid model: as drag grows, the resistivity diverges at equal densities and saturates at unequal ones

Take equal densities \(n\) of electrons and holes, with charges \(-e\) and \(+e\), in a uniform electric field \(E\). Let both fluids lose momentum to the lattice with the same friction coefficient \(a>0\), and let them exchange momentum through a drag force proportional to their relative velocity, with coefficient \(A\ge 0\). The field pushes the fluids in opposite directions with equal force, so if the holes drift at velocity \(w\), the electrons drift at \(-w\). The force balance for the holes is

\[
neE = a w + A\bigl(w-(-w)\bigr) = (a+2A)\,w .
\]

The current density is \(J = en\bigl(w-(-w)\bigr) = 2enw\), and therefore, for \(E\neq0\),

\[
\frac{E}{J} = \frac{a+2A}{2e^2n^2}.
\]

Drag conserves the total momentum of the two fluids, yet it adds to the resistivity. The current here consists entirely of relative motion, and relative motion is what drag damps.

With unequal densities the outcome at strong drag is different. The two fluids lock together, but the field still exerts a net force on the pair, which drifts and carries current. Only the lattice then limits the flow, and the resistivity stays finite.

## Resistivity from the two force balances

Let the electrons have density \(n\), velocity \(u\) and lattice friction \(a\), and let the holes have density \(p\), velocity \(w\) and lattice friction \(b\). The quantities \(n,p,e,a,b\) are positive and \(A\ge0\). Per unit volume, the steady balances and the current density are

\[
-neE = au + A(u-w),\qquad peE = bw + A(w-u),\qquad J = e(pw-nu).
\]

The claim is that for \(E\neq0\) the current is nonzero and \(E/J\) equals

\[
\rho(A) = \frac{ab+A(a+b)}{e^2\bigl(n^2b+p^2a+A(n-p)^2\bigr)} .
\]

This function is strictly increasing on \(A\ge0\). It is affine and unbounded if \(n=p\), and it tends to \((a+b)/(e(n-p))^2\) if \(n\ne p\).

**Velocities.** Collecting terms gives the linear system

\[
(a+A)u - Aw = -neE,\qquad -Au+(b+A)w = peE .
\]

Its determinant is

\[
N(A) = (a+A)(b+A)-A^2 = ab+A(a+b) > 0 .
\]

Multiply the first equation by \(b+A\), the second by \(A\), and add: \(w\) drops out. Eliminating \(u\) in the same way gives the other velocity. The unique solution is

\[
u = \frac{eE\,\bigl(Ap-n(b+A)\bigr)}{N},\qquad
w = \frac{eE\,\bigl(p(a+A)-An\bigr)}{N}.
\]

**Current.** Inserting these velocities,

\[
J = \frac{e^2E}{N}\bigl(p^2(a+A)-2Anp+n^2(b+A)\bigr)
  = \frac{e^2E}{N}\,D,\qquad D(A) = n^2b+p^2a+A(n-p)^2 .
\]

Since \(D>0\), a nonzero field gives a nonzero current, and \(E/J=N/(e^2D)=\rho(A)\).

**Power.** Multiply the electron balance by \(u\), the hole balance by \(w\), and add:

\[
EJ = au^2+bw^2+A(u-w)^2 .
\]

The last term is the heat produced by drag. At \(n=p\) the current is \(J=en(w-u)\), so this heat equals \(AJ^2/(e^2n^2)\): a given current fixes the relative velocity, and the dissipation grows with \(A\).

**Monotonicity.** One identity controls the dependence on \(A\):

\[
(a+b)(n^2b+p^2a)-ab(n-p)^2 = (nb+pa)^2 .
\]

To check it, expand the left side. The terms \(abn^2\) and \(abp^2\) cancel, leaving \(n^2b^2+p^2a^2+2abnp\). For \(0\le x<y\), it follows that

\[
N(y)D(x)-N(x)D(y) = (y-x)(nb+pa)^2 > 0,
\]

and division by the positive product \(e^2D(x)D(y)\) gives \(\rho(y)>\rho(x)\).

**Equal densities.** For \(n=p\) the drag coefficient disappears from \(D\), which becomes \(n^2(a+b)\). Hence

\[
\rho(A)=\frac{ab}{e^2n^2(a+b)}+\frac{A}{e^2n^2},
\]

which grows without bound.

**Unequal densities.** For \(n\ne p\), the same identity gives

\[
\frac{a+b}{e^2(n-p)^2}-\rho(A)
=\frac{(a+b)D-(n-p)^2N}{e^2(n-p)^2D}
=\frac{(nb+pa)^2}{e^2(n-p)^2D(A)} .
\]

The terms proportional to \(A\) cancel in the numerator, while \(D(A)\) grows linearly. The gap is positive at every finite \(A\ge0\) and tends to zero.

## Force balance, current and resistivity in Lean

The development works over Mathlib's real numbers, with limits expressed through filters.

```lean
import Mathlib

open Filter Topology

namespace ElectronHoleDrag

noncomputable section
```

The predicate `IsSteady` says that given velocities satisfy both force balances. All its arguments are real numbers, so `E`, `u` and `w` are signed components along one axis, and units are not tracked. The coefficients `a` and `b` stand for momentum loss to impurities and phonons, and `A` for momentum exchange in electron–hole collisions. The drag terms in the two balances are equal and opposite, which encodes momentum conservation in those collisions.

```lean
/-- Steady force balance of an electron fluid (density `n`, velocity `u`) and a hole fluid
(density `p`, velocity `w`) in a field `E`, with lattice friction `a`, `b` and mutual drag `A`. -/
def IsSteady (n p e a b A E u w : ℝ) : Prop :=
  -(n * e * E) = a * u + A * (u - w) ∧ p * e * E = b * w + A * (w - u)
```

The current is a separate function of the velocities. The sign convention takes `e` as the positive elementary charge, so electrons moving in the negative direction contribute positively.

```lean
/-- Electric current density carried by holes of charge `e` and electrons of charge `-e`. -/
def current (n p e u w : ℝ) : ℝ := e * (p * w - n * u)
```

The resistivity is defined by its closed formula. Its identification with the ratio of field to current is a theorem, proved below from the force balances.

```lean
/-- The two-fluid resistivity as a function of the drag coefficient `A`, meant for
positive `n`, `p`, `e`, `a`, `b` and `A ≥ 0`, where the denominator is positive. -/
def resistivity (n p e a b A : ℝ) : ℝ :=
  (a * b + A * (a + b)) / (e ^ 2 * (n ^ 2 * b + p ^ 2 * a + A * (n - p) ^ 2))
```

## Unique drift velocities and Ohm's law

The first theorem is an equivalence: velocities satisfy the force balance exactly when they are the two displayed fractions. It therefore supplies a steady state and shows that there is no other. It assumes positive lattice friction and nonnegative drag, which make the determinant nonzero, but no sign condition on the densities, the charge or the field.

In the forward direction, each `linear_combination` carries out the elimination described above, with multipliers such as `b + A` and `A`. In the converse direction, each balance is multiplied by the determinant, checked, and the determinant is cancelled.

```lean
/-- For positive lattice friction and nonnegative drag, the force balance has exactly one
solution, given by these two drift velocities. -/
theorem isSteady_iff {n p e a b A E u w : ℝ} (ha : 0 < a) (hb : 0 < b) (hA : 0 ≤ A) :
    IsSteady n p e a b A E u w ↔
      u = e * E * (A * p - n * (b + A)) / (a * b + A * (a + b)) ∧
      w = e * E * (p * (a + A) - A * n) / (a * b + A * (a + b)) := by
  have hN : a * b + A * (a + b) ≠ 0 := by positivity
  rw [eq_div_iff hN, eq_div_iff hN]
  unfold IsSteady
  constructor
  · -- Cramer's rule: combine the two balances to eliminate one velocity
    rintro ⟨h1, h2⟩
    constructor
    · linear_combination -(b + A) * h1 - A * h2
    · linear_combination -A * h1 - (a + A) * h2
  · -- conversely, check the balances after multiplying by the determinant
    rintro ⟨h1, h2⟩
    constructor
    · apply mul_right_cancel₀ hN
      linear_combination -(a + A) * h1 + A * h2
    · apply mul_right_cancel₀ hN
      linear_combination A * h1 - (b + A) * h2
```

The next theorem takes any steady state in a nonzero field and concludes both that the current is nonzero and that \(E/J\) is `resistivity n p e a b A`. The intermediate statement `key` is \(JN=Ee^2D\), Ohm's law without fractions. If \(J\) vanished, the right side would have to vanish as well, although \(E\) and \(e^2D\) are both nonzero. Cross-multiplication then gives the ratio.

```lean
/-- For positive densities, charge and lattice friction and nonnegative drag, a nonzero field
drives a nonzero steady current, and the ratio of field to current is the two-fluid
resistivity. -/
theorem field_div_current {n p e a b A E u w : ℝ} (hn : 0 < n) (hp : 0 < p) (he : 0 < e)
    (ha : 0 < a) (hb : 0 < b) (hA : 0 ≤ A) (hE : E ≠ 0)
    (h : IsSteady n p e a b A E u w) :
    current n p e u w ≠ 0 ∧ E / current n p e u w = resistivity n p e a b A := by
  have hN : a * b + A * (a + b) ≠ 0 := by positivity
  have hD : e ^ 2 * (n ^ 2 * b + p ^ 2 * a + A * (n - p) ^ 2) ≠ 0 := by positivity
  obtain ⟨hu, hw⟩ := (isSteady_iff ha hb hA).1 h
  rw [eq_div_iff hN] at hu hw
  -- Ohm's law without fractions
  have key : current n p e u w * (a * b + A * (a + b)) =
      E * (e ^ 2 * (n ^ 2 * b + p ^ 2 * a + A * (n - p) ^ 2)) := by
    unfold current
    linear_combination e * p * hw - e * n * hu
  have hJ : current n p e u w ≠ 0 := by
    intro h0
    rw [h0, zero_mul] at key
    exact mul_ne_zero hE hD key.symm
  refine ⟨hJ, ?_⟩
  unfold resistivity
  rw [div_eq_div_iff hJ hD]
  linear_combination -key
```

The power balance holds for every solution of the force balance, with no sign assumptions. The proof is the sum of the first balance times `u` and the second times `w`. Reading the three terms on the right as heat production requires nonnegative friction and drag coefficients.

```lean
/-- In a steady state the electrical power density `E J` is the sum of `a u²`, `b w²` and
`A (u - w)²`. For nonnegative coefficients these are the rates of heat production by the lattice
friction of each fluid and by their mutual drag. -/
theorem joule_heat {n p e a b A E u w : ℝ} (h : IsSteady n p e a b A E u w) :
    E * current n p e u w = a * u ^ 2 + b * w ^ 2 + A * (u - w) ^ 2 := by
  obtain ⟨h1, h2⟩ := h
  unfold current
  linear_combination u * h1 + w * h2
```

## Growth of the resistivity with drag

`StrictMonoOn` on `Set.Ici 0` means strictly increasing on the half-line \(A\ge0\), with all other parameters held fixed. The theorem covers equal and unequal densities together. After cross-multiplying by the positive denominators, the proof needs the positivity of \(e^2(y-x)(nb+pa)^2\), which is recorded as `key`; `linarith` matches it with the difference of the two sides.

```lean
/-- For positive densities, charge and lattice friction, the resistivity strictly increases
with the drag coefficient on `A ≥ 0`. -/
theorem resistivity_strictMonoOn {n p e a b : ℝ} (hn : 0 < n) (hp : 0 < p) (he : 0 < e)
    (ha : 0 < a) (hb : 0 < b) :
    StrictMonoOn (resistivity n p e a b) (Set.Ici 0) := by
  intro x hx y hy hxy
  have hx' : 0 ≤ x := hx
  have hy' : 0 ≤ y := hy
  have hd : 0 < y - x := sub_pos.2 hxy
  have hDx : 0 < e ^ 2 * (n ^ 2 * b + p ^ 2 * a + x * (n - p) ^ 2) := by positivity
  have hDy : 0 < e ^ 2 * (n ^ 2 * b + p ^ 2 * a + y * (n - p) ^ 2) := by positivity
  -- the cross-multiplied difference is a positive multiple of a square
  have key : 0 < e ^ 2 * ((y - x) * (n * b + p * a) ^ 2) := by positivity
  unfold resistivity
  rw [div_lt_div_iff₀ hDx hDy]
  linarith [key]
```

## The affine law at equal densities

Equal densities are expressed by passing `n` for both arguments; the mobile carriers then have no net charge. The theorem gives the sum of a lattice term and a drag term. As an algebraic identity it holds for every real `A`, because the denominator no longer contains the drag coefficient; its physical use is for \(A\ge0\).

```lean
/-- For equal electron and hole densities, with positive density, charge and lattice friction, the
resistivity is a lattice-friction term plus a term proportional to the drag coefficient. -/
theorem resistivity_neutral {n e a b : ℝ} (hn : 0 < n) (he : 0 < e) (ha : 0 < a) (hb : 0 < b)
    (A : ℝ) :
    resistivity n n e a b A = a * b / (e ^ 2 * n ^ 2 * (a + b)) + A / (e ^ 2 * n ^ 2) := by
  have h1 : e ^ 2 * n ^ 2 * (a + b) ≠ 0 := by positivity
  have h2 : e ^ 2 * n ^ 2 ≠ 0 := by positivity
  have h3 : e ^ 2 * (n ^ 2 * b + n ^ 2 * a + A * (n - n) ^ 2) ≠ 0 := by
    rw [sub_self]
    have : e ^ 2 * (n ^ 2 * b + n ^ 2 * a + A * 0 ^ 2) = e ^ 2 * n ^ 2 * (a + b) := by ring
    rw [this]
    exact h1
  unfold resistivity
  rw [div_add_div _ _ h1 h2, div_eq_div_iff h3 (mul_ne_zero h1 h2)]
  ring
```

Divergence is stated as `Tendsto ... atTop atTop`: the resistivity eventually exceeds any given bound as `A` increases. The proof rewrites the function in its affine form and uses the positive slope \(1/(e^2n^2)\).

```lean
/-- For equal electron and hole densities, with positive density, charge and lattice friction, the
resistivity grows without bound as the drag coefficient grows. -/
theorem resistivity_neutral_tendsto {n e a b : ℝ} (hn : 0 < n) (he : 0 < e) (ha : 0 < a)
    (hb : 0 < b) : Tendsto (resistivity n n e a b) atTop atTop := by
  rw [funext (resistivity_neutral hn he ha hb)]
  have h2 : 0 < e ^ 2 * n ^ 2 := by positivity
  exact tendsto_atTop_add_const_left _ _ (tendsto_id.atTop_div_const h2)
```

## Saturation at unequal densities

The gap theorem gives the exact distance below the saturation value for every \(A\ge0\), and so also an error formula at finite drag. The hypothesis `hnp` makes \(n-p\) nonzero. Once the denominators are known to be nonzero, the fractions are combined and `ring` verifies the remaining polynomial identity.

```lean
/-- For unequal positive densities, positive charge and lattice friction, and nonnegative drag,
this is the exact amount by which the resistivity lies below `(a + b) / (e (n - p))²`. -/
theorem saturation_gap {n p e a b A : ℝ} (hn : 0 < n) (hp : 0 < p) (he : 0 < e)
    (ha : 0 < a) (hb : 0 < b) (hA : 0 ≤ A) (hnp : n ≠ p) :
    (a + b) / (e * (n - p)) ^ 2 - resistivity n p e a b A =
      (n * b + p * a) ^ 2 /
        ((e * (n - p)) ^ 2 * (n ^ 2 * b + p ^ 2 * a + A * (n - p) ^ 2)) := by
  have h1 : (e * (n - p)) ^ 2 ≠ 0 := pow_ne_zero 2 (mul_ne_zero he.ne' (sub_ne_zero.2 hnp))
  have h2 : n ^ 2 * b + p ^ 2 * a + A * (n - p) ^ 2 ≠ 0 := by positivity
  have h3 : e ^ 2 * (n ^ 2 * b + p ^ 2 * a + A * (n - p) ^ 2) ≠ 0 := by positivity
  unfold resistivity
  rw [div_sub_div _ _ h1 h3, div_eq_div_iff (mul_ne_zero h1 h3) (mul_ne_zero h1 h2)]
  ring
```

For the limit, the proof first shows that the denominator of the gap tends to infinity. A constant divided by it tends to zero, so the saturation value minus the gap tends to the saturation value. The gap theorem identifies this expression with the resistivity for all \(A\ge0\), which is enough for a limit at large \(A\).

```lean
/-- For unequal positive densities and positive charge and lattice friction, the resistivity
tends to `(a + b) / (e (n - p))²` as the drag coefficient grows. -/
theorem resistivity_tendsto {n p e a b : ℝ} (hn : 0 < n) (hp : 0 < p) (he : 0 < e)
    (ha : 0 < a) (hb : 0 < b) (hnp : n ≠ p) :
    Tendsto (resistivity n p e a b) atTop (𝓝 ((a + b) / (e * (n - p)) ^ 2)) := by
  have hs : n - p ≠ 0 := sub_ne_zero.2 hnp
  have h1 : 0 < (n - p) ^ 2 := by positivity
  have h2 : 0 < (e * (n - p)) ^ 2 := by positivity
  -- the denominator of the gap grows linearly with the drag
  have hD : Tendsto (fun A : ℝ => (e * (n - p)) ^ 2 *
      (n ^ 2 * b + p ^ 2 * a + A * (n - p) ^ 2)) atTop atTop :=
    Tendsto.const_mul_atTop h2
      (tendsto_atTop_add_const_left _ _ (tendsto_id.atTop_mul_const h1))
  have h3 := (hD.const_div_atTop ((n * b + p * a) ^ 2)).const_sub
    ((a + b) / (e * (n - p)) ^ 2)
  rw [sub_zero] at h3
  refine h3.congr' ?_
  filter_upwards [eventually_ge_atTop (0 : ℝ)] with A hA
  have hgap := saturation_gap hn hp he ha hb hA hnp
  linarith

end

end ElectronHoleDrag
```

```lean
#print axioms ElectronHoleDrag.field_div_current
-- 'ElectronHoleDrag.field_div_current' depends on axioms: [propext, Classical.choice, Quot.sound]
#print axioms ElectronHoleDrag.resistivity_strictMonoOn
-- 'ElectronHoleDrag.resistivity_strictMonoOn' depends on axioms: [propext, Classical.choice, Quot.sound]
#print axioms ElectronHoleDrag.resistivity_neutral_tendsto
-- 'ElectronHoleDrag.resistivity_neutral_tendsto' depends on axioms: [propext, Classical.choice, Quot.sound]
#print axioms ElectronHoleDrag.resistivity_tendsto
-- 'ElectronHoleDrag.resistivity_tendsto' depends on axioms: [propext, Classical.choice, Quot.sound]
```

## Reach of the two-fluid model

The model describes a spatially uniform steady state with linear friction, constant coefficients and no magnetic field. It has no viscosity, pressure gradients or electron–hole recombination, and the coefficients are inputs, to be taken from a microscopic collision calculation or fitted to measurements. The limit of large \(A\) keeps the densities and lattice frictions fixed, whereas changing the temperature of a real material generally changes all of them.

For transport simulations of compensated semimetals, the equal-density formula shows, within this linear and uniform two-fluid description, that keeping only lattice scattering omits a resistivity of \(A/(e^2n^2)\).
